# First-order R-matrix estimates are lower bounds when the perturbed operator is positive definite

An ultrasoft pseudopotential is tested by its scattering: at a radius $r_0$ outside the core, the logarithmic derivative of the radial wave function should agree with that of the all-electron atom. Suppose that the radial equation inside $r_0$ has been solved at one energy, and that the potential or the energy is then changed a little. First-order perturbation theory estimates the new scattering from the old solution. Does its error have a definite sign?

Let $\phi(r)$ be $r$ times the radial wave function; its logarithmic derivative is that of the wave function plus $1/r$. Take a finite real basis $\chi_i(r)$, zero at the origin and free at $r_0$, and expand $\phi=\sum_i c_i\chi_i$. Let $S$ be the generalised overlap matrix, including the augmentation charges, and let $H$ be the Hamiltonian matrix, with the potential, the centrifugal term and the radial kinetic part $\tfrac12\int_0^{r_0}\chi_i'\chi_j'\,dr$. In atomic units, integration by parts turns the radial equation at energy $E$, projected on the basis, into

$$(H-ES)\,c=\tfrac12\,\phi'(r_0)\,v,\qquad v_i=\chi_i(r_0).$$

Here $\phi'(r_0)$ is the slope imposed at the boundary; the slope of the finite expansion itself need not equal it exactly. Since $\phi(r_0)=v\cdot c$, it follows that $\phi(r_0)/\phi'(r_0)=\tfrac12\,v\cdot(H-ES)^{-1}v$ whenever $H-ES$ is invertible and $\phi'(r_0)\neq0$. Apart from the factor $\tfrac12$, the inverse logarithmic derivative is the number $v\cdot A^{-1}v$ with $A=H-ES$.

The code starts from these matrices. The finite type `n` labels the basis functions, and neither the discretisation nor the basis-set error enters. There is one boundary vector, hence one channel and a scalar R-matrix.

```lean
import Mathlib

open Matrix

namespace RMatrixFirstOrder

noncomputable section

variable {n : Type*} [Fintype n] [DecidableEq n]
```

## Response, R-matrix and first-order estimate

The interior response to the boundary vector is $x=A^{-1}v$. In Lean, `*ᵥ` is a matrix acting on a vector.

```lean
/-- The interior response `A⁻¹ v` to a boundary vector `v`, for an invertible
operator `A`, such as `H - E S` in a finite basis. -/
def response (A : Matrix n n ℝ) (v : n → ℝ) : n → ℝ := A⁻¹ *ᵥ v
```

The R-matrix is the overlap of this response with the boundary vector, $R_A(v)=v\cdot A^{-1}v$, where `⬝ᵥ` is the real scalar product.

```lean
/-- The R-matrix `v · A⁻¹ v` of an invertible operator `A` with boundary vector `v`. -/
def rMatrix (A : Matrix n n ℝ) (v : n → ℝ) : ℝ := v ⬝ᵥ response A v
```

Now let $A$ change to $A+W$. Expanding $(A+W)^{-1}\approx A^{-1}-A^{-1}WA^{-1}$ and using the symmetry of $A$ gives the estimate

$$R^{(1)}=v\cdot x-x\cdot Wx,$$

which needs only the unperturbed response. The matrix $W$ may contain a change of potential, of overlap or of energy, and it need not be small.

```lean
/-- The first-order estimate `v · x - x · W x` of the R-matrix of `A + W`, where `x = A⁻¹ v` is the
unperturbed response and `A` is symmetric and invertible. -/
def firstOrder (A W : Matrix n n ℝ) (v : n → ℝ) : ℝ :=
  rMatrix A v - response A v ⬝ᵥ (W *ᵥ response A v)
```

## The linear system behind the response

For invertible $A$, the response satisfies $Ax=AA^{-1}v=v$. Invertibility is written `IsUnit A.det`, which for real matrices means a nonzero determinant.

```lean
/-- For invertible `A`, the response solves the inhomogeneous equation `A x = v`. -/
theorem mulVec_response {A : Matrix n n ℝ} (hA : IsUnit A.det) (v : n → ℝ) :
    A *ᵥ response A v = v := by
  rw [response, Matrix.mulVec_mulVec, Matrix.mul_nonsing_inv _ hA, Matrix.one_mulVec]
```

Conversely, if $Ay=v$, then $A^{-1}v=A^{-1}Ay=y$. A proposed response can therefore be verified by inserting it into the equation, and the perturbed response is found in this way below.

```lean
/-- For invertible `A`, every solution of `A y = v` is the response to `v`. -/
theorem response_eq {A : Matrix n n ℝ} (hA : IsUnit A.det) {v y : n → ℝ}
    (h : A *ᵥ y = v) : response A v = y := by
  rw [response, ← h, Matrix.mulVec_mulVec, Matrix.nonsing_inv_mul _ hA, Matrix.one_mulVec]
```

## Symmetry and positivity

For a symmetric matrix $M$ and vectors $a,b$,

$$a\cdot Mb=(M^{T}a)\cdot b=(Ma)\cdot b.$$

```lean
omit [DecidableEq n] in
/-- A real symmetric operator can be moved from one side of the scalar product to the other. -/
theorem symm_move {M : Matrix n n ℝ} (hM : M.IsSymm) (a b : n → ℝ) :
    a ⬝ᵥ (M *ᵥ b) = (M *ᵥ a) ⬝ᵥ b := by
  rw [Matrix.dotProduct_mulVec, ← Matrix.mulVec_transpose, hM.eq]
```

A positive definite $M$ satisfies $x\cdot Mx>0$ for every $x\neq0$. Mathlib states this with a complex conjugation, which `star_trivial` removes for real vectors.

```lean
omit [DecidableEq n] in
private lemma quad_pos {M : Matrix n n ℝ} (hM : M.PosDef) {x : n → ℝ} (hx : x ≠ 0) :
    0 < x ⬝ᵥ (M *ᵥ x) := by
  have h := hM.dotProduct_mulVec_pos hx
  rwa [star_trivial] at h
```

Mathlib's `PosDef` also includes hermiticity, which for a real matrix is symmetry. Symmetry therefore need not be assumed separately for a positive definite matrix.

```lean
omit [Fintype n] [DecidableEq n] in
private lemma posDef_symm {M : Matrix n n ℝ} (hM : M.PosDef) : M.IsSymm := by
  have h : Mᴴ = M := hM.isHermitian
  rw [Matrix.conjTranspose_eq_transpose_of_trivial] at h
  exact h
```

## Positive definiteness and the box levels

The box levels are the generalised eigenvalues $\varepsilon$ in $Hu=\varepsilon Su$ with $u\neq0$. In the radial setting they approximate the levels of functions with zero slope at $r_0$. Positive definiteness of $S$ says that every nonzero function in the basis has a positive generalised norm. If $H-ES$ is positive definite too, then

$$0<u\cdot(H-ES)u=(\varepsilon-E)\,u\cdot Su,$$

and since $u\cdot Su>0$, it follows that $E<\varepsilon$. The proof inserts the eigenvalue equation into the quadratic form, and `nlinarith` excludes $E\ge\varepsilon$.

```lean
omit [DecidableEq n] in
/-- If `H - E S` and the overlap `S` are positive definite, the energy `E` lies below every
box level `ε`, that is, every solution of `H u = ε S u` with `u ≠ 0`. -/
theorem energy_lt_level {H S : Matrix n n ℝ} {E ε : ℝ} {u : n → ℝ} (hS : S.PosDef)
    (hE : (H - E • S).PosDef) (hu : u ≠ 0) (hlevel : H *ᵥ u = ε • (S *ᵥ u)) : E < ε := by
  have h := quad_pos hE hu
  have hq := quad_pos hS hu
  rw [Matrix.sub_mulVec, Matrix.smul_mulVec, hlevel, dotProduct_sub, dotProduct_smul,
    dotProduct_smul, smul_eq_mul, smul_eq_mul] at h
  by_contra hc
  nlinarith [mul_nonneg (sub_nonneg.2 (not_lt.1 hc)) hq.le]
```

For symmetric $H$ and positive definite $S$ the converse also holds, by expansion in generalised eigenvectors, an argument that the code leaves out. The condition on $A+W$ used below thus means physically that the energy lies under the whole spectrum of the perturbed box.

## A positive operator has a positive R-matrix

Let $B$ be positive definite, let $w\neq0$ be a boundary vector, and put $z=B^{-1}w$. Then $Bz=w$, so $z\neq0$, and

$$w\cdot B^{-1}w=(Bz)\cdot z=z\cdot Bz>0.$$

In the proof, `hne` is the statement $z\neq0$, and `quad_pos` supplies the inequality.

```lean
/-- The R-matrix of a positive definite operator is positive for every nonzero
boundary vector. -/
theorem rMatrix_pos {B : Matrix n n ℝ} (hB : B.PosDef) {w : n → ℝ} (hw : w ≠ 0) :
    0 < rMatrix B w := by
  have hz := mulVec_response hB.det_pos.ne'.isUnit w
  have hne : response B w ≠ 0 := by
    intro h
    rw [h, Matrix.mulVec_zero] at hz
    exact hw hz.symm
  have h := quad_pos hB hne
  rw [hz, dotProduct_comm] at h
  exact h
```

## The error is itself an R-matrix

Let $A$ and $W$ be symmetric, with $A$ and $A+W$ invertible. Put $x=A^{-1}v$ and $z=(A+W)^{-1}Wx$. Then

$$(A+W)(x-z)=Ax+Wx-Wx=v,$$

so the perturbed response is $x-z$, and the exact R-matrix is $v\cdot x-v\cdot z$. The definition of $z$ gives $Az=Wx-Wz$. With the symmetry of both matrices,

$$v\cdot z=(Ax)\cdot z=x\cdot Az=x\cdot Wx-x\cdot Wz=x\cdot Wx-(Wx)\cdot z.$$

Substitution yields

$$v\cdot(A+W)^{-1}v-\left(v\cdot x-x\cdot Wx\right)=(Wx)\cdot(A+W)^{-1}(Wx).$$

No terms have been neglected. The right-hand side is the R-matrix of the perturbed operator with $Wx$ in place of the boundary vector. In the code, `hy` is the formula for the perturbed response, and the `calc` block under `hvz` is the chain for $v\cdot z$.

```lean
/-- For symmetric `A` and `W` with `A` and `A + W` invertible, the error of the first-order
estimate is exactly the R-matrix of `A + W` with boundary vector `W x`, where `x = A⁻¹ v`. -/
theorem error_identity {A W : Matrix n n ℝ} (hA : A.IsSymm) (hW : W.IsSymm)
    (hdA : IsUnit A.det) (hdB : IsUnit (A + W).det) (v : n → ℝ) :
    rMatrix (A + W) v - firstOrder A W v = rMatrix (A + W) (W *ᵥ response A v) := by
  obtain ⟨x, hxdef⟩ : ∃ x, x = response A v := ⟨_, rfl⟩
  obtain ⟨z, hzdef⟩ : ∃ z, z = response (A + W) (W *ᵥ x) := ⟨_, rfl⟩
  have hx : A *ᵥ x = v := by
    rw [hxdef]
    exact mulVec_response hdA v
  have hz : (A + W) *ᵥ z = W *ᵥ x := by
    rw [hzdef]
    exact mulVec_response hdB _
  -- the perturbed response is the old one minus the response to `W x`
  have hy : response (A + W) v = x - z := by
    apply response_eq hdB
    rw [Matrix.mulVec_sub, hz, Matrix.add_mulVec, hx]
    abel
  -- symmetry turns the correction into the first-order term and the remainder
  have hvz : v ⬝ᵥ z = x ⬝ᵥ (W *ᵥ x) - (W *ᵥ x) ⬝ᵥ z := by
    calc v ⬝ᵥ z = (A *ᵥ x) ⬝ᵥ z := by rw [hx]
      _ = x ⬝ᵥ (A *ᵥ z) := (symm_move hA x z).symm
      _ = x ⬝ᵥ (W *ᵥ x - W *ᵥ z) := by
        rw [← hz, Matrix.add_mulVec, add_sub_cancel_right]
      _ = x ⬝ᵥ (W *ᵥ x) - (W *ᵥ x) ⬝ᵥ z := by
        rw [dotProduct_sub, symm_move hW x z]
  simp only [firstOrder, rMatrix]
  rw [← hxdef, ← hzdef, hy, dotProduct_sub]
  linarith
```

A two-function example shows the numbers. Take

$$A=\begin{pmatrix}2&0\\0&1\end{pmatrix},\quad W=\begin{pmatrix}0&1\\1&0\end{pmatrix},\quad v=\begin{pmatrix}2\\1\end{pmatrix},\quad x=\begin{pmatrix}1\\1\end{pmatrix}.$$

The estimate is $v\cdot x-x\cdot Wx=3-2=1$. The perturbed matrix and its inverse are

$$A+W=\begin{pmatrix}2&1\\1&1\end{pmatrix},\qquad (A+W)^{-1}=\begin{pmatrix}1&-1\\-1&2\end{pmatrix},$$

so the perturbed response is $(1,0)$ and the exact R-matrix is $2$. The error is $1$, and with $Wx=(1,1)$ the right-hand side of the identity is $1-1-1+2=1$ as well.

## The sign of the error and the case of equality

If $A+W$ is positive definite, the error is positive whenever $Wx\neq0$, and it vanishes when $Wx=0$. Hence

$$v\cdot x-x\cdot Wx\le v\cdot(A+W)^{-1}v,$$

with equality exactly when $Wx=0$. Equality does not require $W=0$: it is enough that the perturbation annihilates the unperturbed response.

The theorem assumes that $A$ is symmetric and invertible, but not that it is positive definite, so the unperturbed energy may lie above some of the unperturbed box levels. Symmetry of $W$ follows from that of $A$ and $A+W$. The proof then splits on whether $Wx$ vanishes and reads both parts of the conclusion from the error identity.

```lean
/-- If `A` is symmetric and invertible and `A + W` is positive definite, the first-order estimate
never exceeds the exact R-matrix, and it is exact if and only if `W` annihilates the unperturbed
response. -/
theorem firstOrder_le_rMatrix {A W : Matrix n n ℝ} (hA : A.IsSymm) (hdA : IsUnit A.det)
    (hB : (A + W).PosDef) (v : n → ℝ) :
    firstOrder A W v ≤ rMatrix (A + W) v ∧
      (firstOrder A W v = rMatrix (A + W) v ↔ W *ᵥ response A v = 0) := by
  have hW : W.IsSymm := by
    have h := (posDef_symm hB).eq
    rw [Matrix.transpose_add, hA.eq] at h
    exact add_left_cancel h
  have hid := error_identity hA hW hdA hB.det_pos.ne'.isUnit v
  by_cases h0 : W *ᵥ response A v = 0
  · have hzero : rMatrix (A + W) 0 = 0 := by simp [rMatrix]
    rw [h0, hzero] at hid
    exact ⟨by linarith, fun _ => h0, fun _ => by linarith⟩
  · have hpos := rMatrix_pos hB h0
    exact ⟨by linarith, fun h => by exfalso; linarith, fun h => absurd h h0⟩
```

With a single basis function the matrices are numbers, $A=\alpha\neq0$ and $W=\beta$ with $\alpha+\beta\neq0$, and the error is

$$\frac{v^2}{\alpha+\beta}-\left(\frac{v^2}{\alpha}-\frac{\beta v^2}{\alpha^2}\right)=\frac{\beta^2v^2}{\alpha^2(\alpha+\beta)}.$$

For $\beta v\neq0$ its sign is that of $\alpha+\beta$, whatever the sign of $\alpha$. As $\beta\to0$ at fixed $\alpha$, the error vanishes quadratically.

## Linear extrapolation in energy

A change of energy from $E$ to $E'$ is the perturbation $W=(E-E')S$, because

$$(H-ES)+(E-E')S=H-E'S.$$

With $x=(H-ES)^{-1}v$, the first-order estimate becomes

$$v\cdot x+(E'-E)\,x\cdot Sx.$$

This is the tangent to the R-matrix at $E$, since differentiating $v\cdot(H-ES)^{-1}v$ with respect to $E$ gives $x\cdot Sx$. The theorem contains the slope as this explicit expression and involves no derivative.

Let $S$ and $H-E'S$ be positive definite, $H-ES$ invertible, $E\neq E'$ and $v\neq0$. Then the estimate is strictly below the exact R-matrix at $E'$. Indeed $v\neq0$ gives $x\neq0$, so $x\cdot Sx>0$ and $Sx\neq0$. Therefore $Wx=(E-E')Sx\neq0$, which excludes equality. The hypotheses place the target energy $E'$ below all box levels, whereas the starting energy $E$ only has to avoid them.

In the proof, `hsymm` obtains the symmetry of $H-ES$ from the two positive definite matrices, `hsum` identifies the perturbed operator, and `hlt` turns the bound into a strict one.

```lean
/-- Let `S` and `H - E' S` be positive definite, `H - E S` invertible, `E ≠ E'` and `v ≠ 0`.
Linear extrapolation of the R-matrix from `E` to `E'` with slope `x · S x`, where `x` is the
response at `E`, is strictly too low. -/
theorem energy_extrapolation_lt {H S : Matrix n n ℝ} {E E' : ℝ} {v : n → ℝ}
    (hS : S.PosDef) (hdet : IsUnit (H - E • S).det) (hE' : (H - E' • S).PosDef)
    (hne : E ≠ E') (hv : v ≠ 0) :
    rMatrix (H - E • S) v +
        (E' - E) * (response (H - E • S) v ⬝ᵥ (S *ᵥ response (H - E • S) v)) <
      rMatrix (H - E' • S) v := by
  have hsymm : (H - E • S).IsSymm := by
    have h : H - E • S = (H - E' • S) + (E' - E) • S := by module
    rw [h]
    exact (posDef_symm hE').add ((posDef_symm hS).smul _)
  -- a change of energy is the perturbation `(E - E') S`
  have hsum : (H - E • S) + (E - E') • S = H - E' • S := by module
  have key := firstOrder_le_rMatrix (W := (E - E') • S) hsymm hdet
    (by rw [hsum]; exact hE') v
  rw [hsum] at key
  obtain ⟨hle, hiff⟩ := key
  have hx : response (H - E • S) v ≠ 0 := by
    intro h
    have h1 := mulVec_response hdet v
    rw [h, Matrix.mulVec_zero] at h1
    exact hv h1.symm
  have hlt := lt_of_le_of_ne hle (fun h => by
    have h0 := hiff.1 h
    rw [Matrix.smul_mulVec] at h0
    have h1 := (smul_eq_zero.1 h0).resolve_left (sub_ne_zero.2 hne)
    have h2 := quad_pos hS hx
    rw [h1, dotProduct_zero] at h2
    exact lt_irrefl _ h2)
  rw [firstOrder, Matrix.smul_mulVec, dotProduct_smul, smul_eq_mul] at hlt
  linarith
```

For pseudopotential tests this fixes the direction in which a linearly extrapolated $\phi(r_0)/\phi'(r_0)$ errs, in a one-channel, finite-basis model and for target energies below the lowest box level. At such energies the R-matrix is positive, so $\phi$ and $\phi'$ have the same sign at $r_0$. A valence state whose $\phi$ already decays in magnitude at $r_0$ therefore lies above the lowest box level, where this bound does not apply.

## An estimate that is too high

Positivity of the unperturbed operator does not secure the sign. Take $A=1$ and $W=-2$, both multiples of the identity, and any $v\neq0$. Then $x=v$ and $A+W=-1$, so

$$v\cdot(A+W)^{-1}v=-v\cdot v,\qquad v\cdot x-x\cdot Wx=3\,v\cdot v.$$

The estimate is too high by $4\,v\cdot v$. Positive definiteness of $A+W$ therefore can't be weakened to invertibility, even when $A$ is positive definite. If $W$ is a change of potential, it has pushed box levels below the energy of interest. The proof computes the two responses, $v$ and $-v$, and compares the results using $v\cdot v>0$.

```lean
/-- For `A = 1`, `W = -2` and any nonzero boundary vector, the first-order estimate is
strictly higher than the exact R-matrix of `A + W = -1`. -/
theorem estimate_too_high {v : n → ℝ} (hv : v ≠ 0) :
    rMatrix ((1 : Matrix n n ℝ) + (-2 : ℝ) • (1 : Matrix n n ℝ)) v <
      firstOrder (1 : Matrix n n ℝ) ((-2 : ℝ) • (1 : Matrix n n ℝ)) v := by
  have h1 : response (1 : Matrix n n ℝ) v = v := response_eq (by simp) (by simp)
  have h2 : response ((1 : Matrix n n ℝ) + (-2 : ℝ) • (1 : Matrix n n ℝ)) v = -v := by
    have hm : (1 : Matrix n n ℝ) + (-2 : ℝ) • (1 : Matrix n n ℝ) = -1 := by module
    have hi : (-1 : Matrix n n ℝ)⁻¹ = -1 := Matrix.inv_eq_right_inv (by simp)
    rw [response, hm, hi, Matrix.neg_mulVec, Matrix.one_mulVec]
  have hpos : 0 < v ⬝ᵥ v := by
    have h := quad_pos (Matrix.PosDef.one (n := n) (R := ℝ)) hv
    rwa [Matrix.one_mulVec] at h
  simp only [firstOrder, rMatrix, h1, h2, Matrix.smul_mulVec, Matrix.one_mulVec,
    dotProduct_neg, dotProduct_smul, smul_eq_mul]
  linarith

end

end RMatrixFirstOrder
```

```lean
#print axioms RMatrixFirstOrder.energy_lt_level
-- 'RMatrixFirstOrder.energy_lt_level' depends on axioms: [propext, Classical.choice, Quot.sound]
#print axioms RMatrixFirstOrder.firstOrder_le_rMatrix
-- 'RMatrixFirstOrder.firstOrder_le_rMatrix' depends on axioms: [propext, Classical.choice, Quot.sound]
#print axioms RMatrixFirstOrder.energy_extrapolation_lt
-- 'RMatrixFirstOrder.energy_extrapolation_lt' depends on axioms: [propext, Classical.choice, Quot.sound]
#print axioms RMatrixFirstOrder.estimate_too_high
-- 'RMatrixFirstOrder.estimate_too_high' depends on axioms: [propext, Classical.choice, Quot.sound]
```
